# Bounding a trial committor's error by its residual and the mean arrival time

A trial committor can almost satisfy its defining equation at every state and still be badly wrong. Small one-step residuals add up along a trajectory, and in a metastable system the trajectory may be long. A residual therefore cannot be read as an error bar until it is known how far it can accumulate.

The committor $q(x)$ is the probability that a trajectory started at $x$ enters the product set $B$ before the reactant set $A$. The problems below bound the error of a trial function $h$ with the correct values on $A$ and $B$. For a committor fitted on a finite Markov state model, the residual and the mean arrival time together bound the error against the exact committor of that model, not against that of the underlying molecular dynamics.

## The chain and its arrival statistics

The states form a finite set `S`, and $P(x,y)$, in Lean `P x y`, is the probability of a step from $x$ to $y$.

```lean
import Mathlib

open Matrix

namespace CommittorErrorControl

noncomputable section

variable {S : Type*} [Fintype S] [DecidableEq S]
```

For a target set $C$, `Reaching P C` says that $P$ is stochastic and that a chain of zero or more positive transitions leads from every state into $C$. Physically, no part of the state space is trapped away from the target. Representing molecular dynamics by such a finite Markov chain is a modelling step that these hypotheses do not justify.

```lean
/-- `P` is a stochastic matrix, and from every state the target `C` can be reached by a chain of
transitions of positive probability. -/
structure Reaching (P : Matrix S S ℝ) (C : Finset S) : Prop where
  nonneg : ∀ x y, 0 ≤ P x y
  sum_one : ∀ x, ∑ y, P x y = 1
  reach : ∀ x, ∃ c, c ∈ C ∧ Relation.ReflTransGen (fun u v => 0 < P u v) x c
```

Let $K$ be $P$ with the rows of $C$ set to zero. Lean calls it `stopped`; many textbooks would call it killed, and keep "stopped" for a chain that stays put on $C$.

```lean
/-- The matrix `P` with the rows of `C` set to zero: the dynamics ends on arrival in `C`, with no
further step, not even one that stays put. -/
def stopped (P : Matrix S S ℝ) (C : Finset S) : Matrix S S ℝ :=
  Matrix.of fun x y => if x ∈ C then 0 else P x y
```

The entry $K^n(x,y)$ is the probability of being at $y$ after $n$ steps without having visited $C$ earlier. Hence $\sum_{n\ge0}(K^nf)(x)$ is the expected sum of $f$ along the trajectory, arrival included. This reading links the definitions to trajectories; Lean works with the series itself.

```lean
/-- The expected sum of `f` over the states visited from `x`, up to and including the arrival
in `C`, for `f` nonnegative and `C` reachable from every state. -/
def accumulated (P : Matrix S S ℝ) (C : Finset S) (f : S → ℝ) (x : S) : ℝ :=
  ∑' n : ℕ, ((stopped P C ^ n) *ᵥ f) x
```

If $f$ is 1 outside $C$ and 0 on it, the series counts the steps before arrival. This is the mean time $\tau$, `meanTime`, in units of one step.

```lean
/-- The mean time to reach `C`: the expected number of visits to states outside `C` before
arrival, for `C` reachable from every state. -/
def meanTime (P : Matrix S S ℝ) (C : Finset S) : S → ℝ :=
  accumulated P C fun y => if y ∈ C then 0 else 1
```

If $C=A\cup B$ and $f$ is 1 on $B$ and 0 elsewhere, only an arrival in $B$ counts, which gives $q$, `committor`.

```lean
/-- The committor: the probability that the first arrival in `A ∪ B` is in `B`, for `A` and `B`
disjoint and `A ∪ B` reachable from every state. -/
def committor (P : Matrix S S ℝ) (A B : Finset S) : S → ℝ :=
  accumulated P (A ∪ B) fun y => if y ∈ B then 1 else 0
```

## (a) One step of the stopped dynamics

Show that
$$(Kf)(x)=\begin{cases}0,&x\in C\\(Pf)(x),&x\notin C.\end{cases}$$

**Solution.** Row $x$ of $K$ is zero in the first case and row $x$ of $P$ in the second. Lean splits the same two cases.

```lean
variable {P : Matrix S S ℝ} {C A B : Finset S}

/-- Applied to a function, `stopped P C` agrees with `P` outside `C` and gives zero on `C`. -/
theorem stopped_mulVec (f : S → ℝ) (x : S) :
    (stopped P C *ᵥ f) x = if x ∈ C then 0 else (P *ᵥ f) x := by
  by_cases hx : x ∈ C <;> simp [stopped, Matrix.mulVec, dotProduct, hx]
```

## (b) A minimum principle

Let $C$ be reachable from every state. Show that
$$Kw\le w\ \text{everywhere}\quad\Longrightarrow\quad w\ge0.$$

**Solution.** Suppose the minimum $w(m)$ is negative, and let $y$ be any state where it is attained. If $y\in C$, then $0=(Kw)(y)\le w(y)<0$, which is impossible. So $y\notin C$, and
$$\sum_kP(y,k)\,[w(k)-w(m)]=(Pw)(y)-w(m)\le0.$$
No term is negative, so all vanish, and $w(k)=w(m)$ whenever $P(y,k)>0$. The minimum spreads along a positive path from $m$ into $C$, where it cannot lie.

In Lean, `hout` excludes the target, `hstep` spreads the minimum, and induction on the path finishes.

```lean
/-- Minimum principle: if `C` is reachable from every state, a function that is nowhere below its
average over one step of the stopped dynamics is nonnegative. -/
theorem minimum_principle (hr : Reaching P C) (w : S → ℝ)
    (hw : ∀ x, (stopped P C *ᵥ w) x ≤ w x) (x : S) : 0 ≤ w x := by
  obtain ⟨m, -, hm⟩ := Finset.exists_min_image Finset.univ w ⟨x, Finset.mem_univ x⟩
  by_contra hx
  have hneg : w m < 0 := lt_of_le_of_lt (hm x (Finset.mem_univ x)) (not_le.mp hx)
  -- a negative minimum cannot lie in the target
  have hout : ∀ y, w y = w m → y ∉ C := by
    intro y hy hyC
    have h1 := hw y
    rw [stopped_mulVec, if_pos hyC] at h1
    linarith
  -- the minimum spreads along every positive transition
  have hstep : ∀ y z, w y = w m → 0 < P y z → w z = w m := by
    intro y z hy hyz
    have h1 := hw y
    rw [stopped_mulVec, if_neg (hout y hy)] at h1
    have h2 : ∑ k, P y k * (w k - w m) = (P *ᵥ w) y - w m := by
      have h0 : (P *ᵥ w) y = ∑ k, P y k * w k := rfl
      rw [h0]
      simp only [mul_sub, Finset.sum_sub_distrib, ← Finset.sum_mul, hr.sum_one, one_mul]
    have h3 : P y z * (w z - w m) ≤ ∑ k, P y k * (w k - w m) :=
      Finset.single_le_sum (f := fun k => P y k * (w k - w m))
        (fun k _ => mul_nonneg (hr.nonneg y k) (sub_nonneg.mpr (hm k (Finset.mem_univ k))))
        (Finset.mem_univ z)
    by_contra hne
    have h5 : 0 < w z - w m :=
      sub_pos.mpr (lt_of_le_of_ne (hm z (Finset.mem_univ z)) (Ne.symm hne))
    have h6 := mul_pos hyz h5
    linarith
  obtain ⟨c, hc, hpath⟩ := hr.reach m
  have hcm : w c = w m := by
    clear hc
    induction hpath with
    | refl => rfl
    | tail _ hyz ih => exact hstep _ _ ih hyz
  exact hout c hcm hc
```

## (c) Comparing two sources

Call $u-Ku$ the source of $u$. With $C$ reachable from every state, show that
$$|e-Ke|\le u-Ku\ \text{everywhere}\quad\Longrightarrow\quad|e|\le u.$$

**Solution.** The two halves of the absolute value give $K(u\pm e)\le u\pm e$. By (b), $u\pm e\ge0$. These are `h1` and `h2`.

```lean
/-- Comparison: if `C` is reachable from every state and the source of `e` in the stopped dynamics
is bounded in size by the source of `u`, then `e` is bounded in size by `u`. -/
theorem abs_le_of_source_le (hr : Reaching P C) (e u : S → ℝ)
    (he : ∀ x, |e x - (stopped P C *ᵥ e) x| ≤ u x - (stopped P C *ᵥ u) x) (x : S) :
    |e x| ≤ u x := by
  have h1 := minimum_principle hr (u + e) (fun y => by
    have := (abs_le.mp (he y)).1
    rw [Matrix.mulVec_add, Pi.add_apply, Pi.add_apply]
    linarith) x
  have h2 := minimum_principle hr (u - e) (fun y => by
    have := (abs_le.mp (he y)).2
    rw [Matrix.mulVec_sub, Pi.sub_apply, Pi.sub_apply]
    linarith) x
  rw [Pi.add_apply] at h1
  rw [Pi.sub_apply] at h2
  exact abs_le.mpr ⟨by linarith, by linarith⟩
```

## (d) Convergence of the expected sum

With $C$ reachable from every state and $f\ge0$, show that
$$\sum_{n\ge0}(K^nf)(x)<\infty.$$

**Solution.** If $(1-K)a=(1-K)b$, then (b) applied to $b-a$ and $a-b$ gives $a=b$. So $1-K$ is injective and, in finite dimension, surjective. Choose $t$ with $t-Kt=f$. Then $Kt\le t$, so $t\ge0$, and
$$\sum_{k=0}^{n-1}K^kf=t-K^nt\le t.$$
Nonnegative terms with bounded partial sums converge.

The telescoping identity is `hsum`. Lean assigns 0 to a divergent series, so this step is what gives $q$ and $\tau$ their meaning.

```lean
/-- If `C` is reachable from every state, the expected sum of a nonnegative `f` up to arrival
is a convergent series. -/
theorem accumulated_summable (hr : Reaching P C) (f : S → ℝ) (hf : ∀ x, 0 ≤ f x) (x : S) :
    Summable fun n : ℕ => ((stopped P C ^ n) *ᵥ f) x := by
  have key : ∀ a b : S → ℝ, (1 - stopped P C) *ᵥ a = (1 - stopped P C) *ᵥ b →
      ∀ y, a y ≤ b y := by
    intro a b hab y
    have h1 := minimum_principle hr (b - a) (fun z => by
      have hz := congrFun hab z
      simp only [Matrix.sub_mulVec, Matrix.one_mulVec, Pi.sub_apply] at hz
      rw [Matrix.mulVec_sub, Pi.sub_apply, Pi.sub_apply]
      linarith) y
    rw [Pi.sub_apply] at h1
    linarith
  have hinj : Function.Injective (1 - stopped P C).mulVecLin := fun a b hab =>
    funext fun y => le_antisymm (key a b hab y) (key b a hab.symm y)
  -- a solution `t` of `t - K t = f` bounds all partial sums
  obtain ⟨t, ht⟩ := LinearMap.injective_iff_surjective.mp hinj f
  have ht' : (1 - stopped P C) *ᵥ t = f := ht
  have ht0 : ∀ y, 0 ≤ t y := minimum_principle hr t fun y => by
    have hy := congrFun ht' y
    simp only [Matrix.sub_mulVec, Matrix.one_mulVec, Pi.sub_apply] at hy
    linarith [hf y]
  have hpos : ∀ g : S → ℝ, (∀ y, 0 ≤ g y) → ∀ (n : ℕ) y, 0 ≤ ((stopped P C ^ n) *ᵥ g) y := by
    intro g hg n
    induction n with
    | zero => intro y; rw [pow_zero, Matrix.one_mulVec]; exact hg y
    | succ n ih =>
      intro y
      rw [pow_succ', ← Matrix.mulVec_mulVec, stopped_mulVec]
      split_ifs
      · exact le_rfl
      · exact Finset.sum_nonneg fun k _ => mul_nonneg (hr.nonneg y k) (ih k)
  have hsum : ∀ n : ℕ, ∑ k ∈ Finset.range n, ((stopped P C ^ k) *ᵥ f) x
      = t x - ((stopped P C ^ n) *ᵥ t) x := by
    intro n
    induction n with
    | zero => simp
    | succ n ih =>
      have h1 : (stopped P C ^ n) *ᵥ f
          = (stopped P C ^ n) *ᵥ t - (stopped P C ^ (n + 1)) *ᵥ t := by
        rw [← ht', Matrix.mulVec_mulVec, mul_sub, mul_one, Matrix.sub_mulVec, pow_succ]
      rw [Finset.sum_range_succ, ih, h1, Pi.sub_apply]
      ring
  exact summable_of_sum_range_le (c := t x) (fun n => hpos f hf n x)
    (fun n => by rw [hsum]; linarith [hpos t ht0 n x])
```

## (e) First-step analysis

Write $F=\sum_{n\ge0}K^nf$. Under the same conditions, show that
$$F=f+KF.$$

**Solution.** Split off the term $n=0$ and write $K^{n+1}f=K(K^nf)$. The sum over states is finite, so it can be exchanged with the convergent series; this is `h2`.

```lean
/-- First-step analysis: if `C` is reachable from every state and `f` is nonnegative, the expected
sum is the value at the start plus the expected sum from the next state of the stopped dynamics. -/
theorem accumulated_eq (hr : Reaching P C) (f : S → ℝ) (hf : ∀ x, 0 ≤ f x) (x : S) :
    accumulated P C f x = f x + (stopped P C *ᵥ accumulated P C f) x := by
  have hs := accumulated_summable hr f hf
  have h1 : ∀ n : ℕ, ((stopped P C ^ (n + 1)) *ᵥ f) x
      = ∑ y, stopped P C x y * ((stopped P C ^ n) *ᵥ f) y := by
    intro n
    rw [pow_succ', ← Matrix.mulVec_mulVec]
    rfl
  have h2 : HasSum (fun n : ℕ => ∑ y, stopped P C x y * ((stopped P C ^ n) *ᵥ f) y)
      (∑ y, stopped P C x y * accumulated P C f y) :=
    hasSum_sum fun y _ => (hs y).hasSum.mul_left _
  calc accumulated P C f x
      = ((stopped P C ^ 0) *ᵥ f) x + ∑' n : ℕ, ((stopped P C ^ (n + 1)) *ᵥ f) x :=
        (hs x).tsum_eq_zero_add
    _ = f x + (stopped P C *ᵥ accumulated P C f) x := by
        rw [tsum_congr h1, h2.tsum_eq, pow_zero, Matrix.one_mulVec]
        rfl
```

## (f) The equation for the error

Let $A\cup B$ be reachable from every state, $h=0$ on $A$ and $h=1$ on $B$. Show that $e=h-q$ satisfies
$$e-Ke=\begin{cases}0&\text{on }A\cup B\\h-Ph&\text{elsewhere.}\end{cases}$$

**Solution.** By (e), $q=1_B+Kq$, where $1_B$ is 1 on $B$ and 0 elsewhere. On $A\cup B$ this gives $q=1_B=h$, and $Ke=0$. Elsewhere $q=Pq$, so $e-Pe=h-Ph$. Disjointness is not a separate hypothesis, because the boundary values of $h$ force it.

```lean
/-- If `A ∪ B` is reachable from every state and `h` is 0 on `A` and 1 on `B`, the error `h - q`
has the residual `h - P h` as its source outside `A ∪ B`, and no source on `A ∪ B`. -/
theorem error_equation (hr : Reaching P (A ∪ B)) (h : S → ℝ) (hA : ∀ x ∈ A, h x = 0)
    (hB : ∀ x ∈ B, h x = 1) (x : S) :
    (h x - committor P A B x) - (stopped P (A ∪ B) *ᵥ (h - committor P A B)) x
      = if x ∈ A ∪ B then 0 else h x - (P *ᵥ h) x := by
  have hq : committor P A B x = (if x ∈ B then 1 else 0)
      + (stopped P (A ∪ B) *ᵥ committor P A B) x :=
    accumulated_eq hr _ (fun y => by split_ifs <;> norm_num) x
  rw [stopped_mulVec] at hq ⊢
  by_cases hx : x ∈ A ∪ B
  · simp only [if_pos hx] at hq ⊢
    by_cases hxB : x ∈ B
    · rw [if_pos hxB] at hq
      linarith [hB x hxB]
    · rw [if_neg hxB] at hq
      linarith [hA x ((Finset.mem_union.mp hx).resolve_right hxB)]
  · have hxB : x ∉ B := fun hb => hx (Finset.mem_union_right A hb)
    simp only [if_neg hx, if_neg hxB] at hq ⊢
    rw [Matrix.mulVec_sub, Pi.sub_apply]
    linarith
```

## (g) A local bound

Let $r=|h-Ph|$ outside $A\cup B$ and $r=0$ on it. Under the conditions of (f), show that
$$|h(x)-q(x)|\le\sum_{n\ge0}(K^nr)(x).$$

**Solution.** Call the right side $R(x)$. By (e), $R-KR=r$; by (f), $|e-Ke|=r$. Apply (c) with $u=R$.

```lean
/-- Local error bound: if `A ∪ B` is reachable from every state and `h` is 0 on `A` and 1 on `B`,
its error is at most the expected sum of `|h - P h|` over the states visited before arrival. -/
theorem committor_error_le_accumulated (hr : Reaching P (A ∪ B)) (h : S → ℝ)
    (hA : ∀ x ∈ A, h x = 0) (hB : ∀ x ∈ B, h x = 1) (x : S) :
    |h x - committor P A B x| ≤
      accumulated P (A ∪ B) (fun y => if y ∈ A ∪ B then 0 else |h y - (P *ᵥ h) y|) x := by
  refine abs_le_of_source_le hr (h - committor P A B) _ (fun y => ?_) x
  have h1 := error_equation hr h hA hB y
  have h2 := accumulated_eq hr (fun y => if y ∈ A ∪ B then 0 else |h y - (P *ᵥ h) y|)
    (fun y => by split_ifs <;> positivity) y
  beta_reduce at h2
  rw [Pi.sub_apply, h1]
  by_cases hy : y ∈ A ∪ B
  · rw [if_pos hy] at h2
    rw [if_pos hy, abs_zero]
    linarith
  · rw [if_neg hy] at h2
    rw [if_neg hy]
    linarith
```

## (h) A uniform bound

Suppose also that $|h-Ph|\le\varepsilon$ outside $A\cup B$. Show that, for every state $x$,
$$|h(x)-q(x)|\le\varepsilon\,\tau(x).$$

**Solution.** By (e), $\tau-K\tau$ is 1 outside $A\cup B$ and 0 on it. So the source of $\varepsilon\tau$ dominates that of $e$, and (c) applies with $u=\varepsilon\tau$.

```lean
/-- Committor error control: if `A ∪ B` is reachable from every state, `h` is 0 on `A` and 1 on
`B`, and `|h - P h| ≤ ε` elsewhere, then the error of `h` at `x` is at most `ε` times the mean
time to reach `A ∪ B` from `x`. -/
theorem committor_error_le (hr : Reaching P (A ∪ B)) (h : S → ℝ) (ε : ℝ)
    (hA : ∀ x ∈ A, h x = 0) (hB : ∀ x ∈ B, h x = 1)
    (hres : ∀ x, x ∉ A ∪ B → |h x - (P *ᵥ h) x| ≤ ε) (x : S) :
    |h x - committor P A B x| ≤ ε * meanTime P (A ∪ B) x := by
  refine abs_le_of_source_le hr (h - committor P A B) (ε • meanTime P (A ∪ B)) (fun y => ?_) x
  have h1 := error_equation hr h hA hB y
  have h2 : meanTime P (A ∪ B) y = (if y ∈ A ∪ B then 0 else 1)
      + (stopped P (A ∪ B) *ᵥ meanTime P (A ∪ B)) y :=
    accumulated_eq hr _ (fun y => by split_ifs <;> norm_num) y
  rw [Pi.sub_apply, h1, Matrix.mulVec_smul, Pi.smul_apply, Pi.smul_apply, smul_eq_mul,
    smul_eq_mul, ← mul_sub]
  by_cases hy : y ∈ A ∪ B
  · rw [if_pos hy] at h2
    rw [if_pos hy, abs_zero, h2, zero_add, sub_self, mul_zero]
  · rw [if_neg hy] at h2
    have h3 : meanTime P (A ∪ B) y - (stopped P (A ∪ B) *ᵥ meanTime P (A ∪ B)) y = 1 := by
      linarith
    rw [if_neg hy, h3, mul_one]
    exact hres y hy
```

## (i) The bound is attained

Let $A$ and $B$ be disjoint, with $A\cup B$ reachable from every state, and let $\varepsilon\ge0$. Find an $h$ with the correct boundary values and $|h-Ph|=\varepsilon$ elsewhere, such that
$$h(x)-q(x)=\varepsilon\,\tau(x)\quad\text{for every }x.$$

**Solution.** Take $h=q+\varepsilon\tau$. On the target $\tau=0$, so the boundary values are those of $q$. Elsewhere $q=Pq$ and $\tau=1+P\tau$, hence $h-Ph=\varepsilon$. This $h$ may exceed 1, so it need not be a probability.

```lean
/-- Sharpness: for disjoint `A`, `B` with `A ∪ B` reachable from every state and any `ε ≥ 0`, some
`h` with the right boundary values and `|h - P h| = ε` elsewhere has error exactly `ε` times the
mean time, at every state. -/
theorem committor_error_sharp (hr : Reaching P (A ∪ B)) (hd : Disjoint A B) (ε : ℝ)
    (hε : 0 ≤ ε) :
    ∃ h : S → ℝ, (∀ x ∈ A, h x = 0) ∧ (∀ x ∈ B, h x = 1) ∧
      (∀ x, x ∉ A ∪ B → |h x - (P *ᵥ h) x| = ε) ∧
      ∀ x, h x - committor P A B x = ε * meanTime P (A ∪ B) x := by
  have hq : ∀ x, committor P A B x = (if x ∈ B then 1 else 0)
      + (stopped P (A ∪ B) *ᵥ committor P A B) x :=
    accumulated_eq hr _ (fun y => by split_ifs <;> norm_num)
  have ht : ∀ x, meanTime P (A ∪ B) x = (if x ∈ A ∪ B then 0 else 1)
      + (stopped P (A ∪ B) *ᵥ meanTime P (A ∪ B)) x :=
    accumulated_eq hr _ (fun y => by split_ifs <;> norm_num)
  simp only [stopped_mulVec] at hq ht
  -- shift the committor by `ε` times the mean time
  refine ⟨committor P A B + ε • meanTime P (A ∪ B), fun x hx => ?_, fun x hx => ?_,
    fun x hx => ?_, fun x => ?_⟩
  · have hu : x ∈ A ∪ B := Finset.mem_union_left B hx
    have h1 := hq x
    have h2 := ht x
    simp only [if_pos hu, if_neg (Finset.disjoint_left.mp hd hx), add_zero] at h1 h2
    rw [Pi.add_apply, Pi.smul_apply, smul_eq_mul, h1, h2, mul_zero, add_zero]
  · have hu : x ∈ A ∪ B := Finset.mem_union_right A hx
    have h1 := hq x
    have h2 := ht x
    simp only [if_pos hu, if_pos hx, add_zero] at h1 h2
    rw [Pi.add_apply, Pi.smul_apply, smul_eq_mul, h1, h2, mul_zero, add_zero]
  · have hxB : x ∉ B := fun hb => hx (Finset.mem_union_right A hb)
    have h1 := hq x
    have h2 := ht x
    simp only [if_neg hx, if_neg hxB] at h1 h2
    have h3 : (committor P A B + ε • meanTime P (A ∪ B)) x
        - (P *ᵥ (committor P A B + ε • meanTime P (A ∪ B))) x = ε := by
      rw [Matrix.mulVec_add, Matrix.mulVec_smul]
      simp only [Pi.add_apply, Pi.smul_apply, smul_eq_mul]
      linear_combination h1 + ε * h2
    rw [h3, abs_of_nonneg hε]
  · rw [Pi.add_apply, Pi.smul_apply, smul_eq_mul]
    ring

end

end CommittorErrorControl
```

```lean
#print axioms CommittorErrorControl.committor_error_le_accumulated
#print axioms CommittorErrorControl.committor_error_le
#print axioms CommittorErrorControl.committor_error_sharp
```

```
'CommittorErrorControl.committor_error_le_accumulated' depends on axioms: [propext, Classical.choice, Quot.sound]
'CommittorErrorControl.committor_error_le' depends on axioms: [propext, Classical.choice, Quot.sound]
'CommittorErrorControl.committor_error_sharp' depends on axioms: [propext, Classical.choice, Quot.sound]
```

## A four-state walk

On states 0, 1, 2, 3 let $A=\{0\}$ and $B=\{3\}$, with steps left or right of probability $1/2$ from states 1 and 2; states 0 and 3 stay put. Then $q(1)=1/3$, $q(2)=2/3$ and $\tau(1)=\tau(2)=2$.

Try $h(1)=0.3$ and $h(2)=0.6$. The residuals are $0.3-0.3=0$ and $0.6-0.65=-0.05$, so $\varepsilon=0.05$ and the uniform bound is $0.1$ at both states. The actual errors have size $1/30$ and $1/15$.

The local bound is sharper. The expected number of visits to state 2 is $2/3$ from state 1 and $4/3$ from state 2, counting the start. Multiplied by $0.05$, these give $1/30$ and $1/15$, the actual errors. The local bound is exact here because the residual has a single sign; residuals of opposite sign can partly cancel in the error, but not in the bound.
